# The exponential of a matrix that squares to zero is one plus the matrix

An operator on a finite-dimensional complex state space whose square vanishes has an exponential that stops at the linear term. The lemma `exp_sq_zero` states this for a square complex matrix `S` with finite index set: if `S * S = 0`, then `NormedSpace.exp S = 1 + S`. Nothing else is asked of `S`, which need not be Hermitian or normalised in any way. The proof takes the exponential series from `exp_series`, shows that every term with `k` outside `Finset.range 2` is zero, and uses the uniqueness of the sum to keep only the terms `k = 0` and `k = 1`.

The first attempt, which Lean rejects:

```lean
import Mathlib

open Matrix
open scoped Kronecker

namespace ExpSqZero

noncomputable section

variable {m n : Type*} [Fintype m] [DecidableEq m] [Fintype n] [DecidableEq n]

private lemma exp_series (A : Matrix m m ℂ) :
    HasSum (fun k : ℕ => ((k.factorial : ℂ)⁻¹) • A ^ k) (NormedSpace.exp A) := by
  obtain ⟨c, hc⟩ : ∃ c : ℝ, c = ∑ l, ∑ x, ‖A l x‖ := ⟨_, rfl⟩
  have hc0 : 0 ≤ c := by rw [hc]; positivity
  -- the entries of the powers grow at most geometrically
  have hb : ∀ (k : ℕ) (i j : m), ‖(A ^ k) i j‖ ≤ c ^ k := by
    intro k
    induction k with
    | zero => intro i j; by_cases h : i = j <;> simp [h]
    | succ k ih =>
      intro i j
      rw [pow_succ A, Matrix.mul_apply, pow_succ c]
      calc ‖∑ l, (A ^ k) i l * A l j‖ ≤ ∑ l, ‖(A ^ k) i l * A l j‖ := norm_sum_le _ _
        _ ≤ ∑ l, c ^ k * ∑ x, ‖A l x‖ := Finset.sum_le_sum fun l _ => by
          rw [norm_mul]
          exact mul_le_mul (ih i l) (Finset.single_le_sum (f := fun x => ‖A l x‖)
            (fun _ _ => norm_nonneg _) (Finset.mem_univ j)) (norm_nonneg _) (by positivity)
        _ = c ^ k * c := by rw [← Finset.mul_sum, ← hc]
  have hs : Summable (fun (k : ℕ) (i j : m) =>
      (((k.factorial : ℂ)⁻¹) • A ^ k : Matrix m m ℂ) i j) := by
    refine Pi.summable.2 fun i => Pi.summable.2 fun j => ?_
    refine Summable.of_norm_bounded (g := fun k : ℕ => c ^ k / (k.factorial : ℝ))
      (Real.summable_pow_div_factorial c) fun k => ?_
    show ‖(((k.factorial : ℂ)⁻¹) • A ^ k : Matrix m m ℂ) i j‖ ≤ c ^ k / (k.factorial : ℝ)
    rw [Matrix.smul_apply, smul_eq_mul, norm_mul, norm_inv, Complex.norm_natCast,
      div_eq_inv_mul]
    exact mul_le_mul_of_nonneg_left (hb k i j) (by positivity)
  rw [NormedSpace.exp_eq_tsum (𝕂 := ℂ)]
  exact (hs.map Matrix.ofAddEquiv (continuous_matrix fun i j =>
    (continuous_apply j).comp (continuous_apply i))).hasSum

private lemma exp_sq_zero {S : Matrix m m ℂ} (h : S * S = 0) :
    NormedSpace.exp S = 1 + S := by
  have h0 : ∀ k ∉ Finset.range 2, ((k.factorial : ℂ)⁻¹) • S ^ k = 0 := by
    intro k hk
    have hk' : 2 ≤ k := by simpa using hk
    obtain ⟨j, rfl⟩ := Nat.exists_eq_add_of_le hk'
    rw [pow_add, pow_two, h, zero_mul, smul_zero]
  rw [(exp_series S).unique (hasSum_sum_of_ne_finset_zero h0)]
  simp [Finset.sum_range_succ]

end

end ExpSqZero
```

Lean reports:

```
Main.lean:47:27: error: Type mismatch: After simplification, term
  hk
 has type
  1 < k
but is expected to have type
  2 ≤ k
```

This version goes through:

```diff
@@ -45,5 +45,5 @@
   have h0 : ∀ k ∉ Finset.range 2, ((k.factorial : ℂ)⁻¹) • S ^ k = 0 := by
     intro k hk
-    have hk' : 2 ≤ k := by simpa using hk
+    have hk' : 2 ≤ k := not_lt.mp fun h2 => hk (Finset.mem_range.mpr h2)
     obtain ⟨j, rfl⟩ := Nat.exists_eq_add_of_le hk'
     rw [pow_add, pow_two, h, zero_mul, smul_zero]
```

Cause. The error lies in the small step from `k ∉ Finset.range 2` to `2 ≤ k`. The call `simpa using hk` simplifies both the hypothesis and the goal and then needs them to match. Here `hk` came out as `1 < k`, while the goal was still `2 ≤ k`. For natural numbers the two say the same thing, but they are written differently, and the final check of `simpa` did not identify them, hence the type mismatch. The mathematics was right; only the simplified forms disagreed.

The repair does without simplification and builds the inequality directly. Suppose `h2 : k < 2`. Then `Finset.mem_range.mpr h2` puts `k` in `Finset.range 2`, which `hk` denies. This proves `¬ k < 2`, and `not_lt.mp` turns that into `2 ≤ k`, exactly the form required. The rest of the proof is unchanged.
